# A positive local moment fixes one finite correlation length at every T > 0 in the two-dimensional Ornstein–Zernike model

Let the susceptibility amplitude $A$ and the temperature $T$ satisfy $AT=4\pi$, and let wave vectors run up to the cutoff $L=1$: for a correlation length $\xi>0$ the two-dimensional local moment, a mean-square spin, is then $2\int_0^1 q/(q^2+\xi^{-2})\,dq=\log(1+\xi^2)$, and it equals a prescribed $m>0$ exactly when $\xi=\sqrt{e^m-1}$. The logarithm has no upper bound, so every $m$ is reached at a finite $\xi$, and inverting the logarithm produces an exponential.

In Lean 4 with Mathlib:

```lean
import Mathlib

open Filter
open scoped Real Topology

namespace LocalMomentSumRule

noncomputable section

/-- The two-dimensional local moment: `T` times the static susceptibility `A / (q² + ξ⁻²)`,
integrated with the measure `d²q/(2π)²` over wave vectors of length up to `L`, for a correlation
length `ξ ≠ 0`. -/
def localMoment (A T L ξ : ℝ) : ℝ :=
  A * T / (2 * π) * ∫ q in (0 : ℝ)..L, q / (q ^ 2 + ξ⁻¹ ^ 2)

/-- The same local moment with the three-dimensional radial measure, for `ξ ≠ 0`. -/
def localMoment3D (A T L ξ : ℝ) : ℝ :=
  A * T / (2 * π ^ 2) * ∫ q in (0 : ℝ)..L, q ^ 2 / (q ^ 2 + ξ⁻¹ ^ 2)

/-- The closed formula `√(exp (4πm/(AT)) - 1) / L` for the correlation length, for positive `A`,
`L`, `m`, `T`. -/
def corrLength (A L m T : ℝ) : ℝ :=
  Real.sqrt (Real.exp (4 * π * m / (A * T)) - 1) / L

/-- The radial integral of `q / (q² + c)` up to the cutoff `L` is a difference of logarithms. -/
theorem radial_integral {c : ℝ} (hc : 0 < c) (L : ℝ) :
    ∫ q in (0 : ℝ)..L, q / (q ^ 2 + c) = Real.log (L ^ 2 + c) / 2 - Real.log c / 2 := by
  have hpos : ∀ q : ℝ, 0 < q ^ 2 + c := fun q => by positivity
  -- the antiderivative is half the logarithm of the denominator
  have hd : ∀ q : ℝ, HasDerivAt (fun x : ℝ => Real.log (x ^ 2 + c) / 2)
      (q / (q ^ 2 + c)) q := by
    intro q
    have h : HasDerivAt (fun x : ℝ => x ^ 2) (2 * q) q := by
      simpa using hasDerivAt_pow 2 q
    refine (((h.add_const c).log (hpos q).ne').div_const 2).congr_deriv ?_
    show 2 * q / (q ^ 2 + c) / 2 = q / (q ^ 2 + c)
    ring
  have hcont : Continuous (fun q : ℝ => q / (q ^ 2 + c)) :=
    Continuous.div (by fun_prop) (by fun_prop) (fun q => (hpos q).ne')
  rw [intervalIntegral.integral_eq_sub_of_hasDerivAt (fun q _ => hd q)
    (hcont.intervalIntegrable 0 L)]
  norm_num

/-- In two dimensions the local moment is `(AT/4π) log (1 + (Lξ)²)`. -/
theorem localMoment_eq {ξ : ℝ} (hξ : 0 < ξ) (A T L : ℝ) :
    localMoment A T L ξ = A * T / (4 * π) * Real.log (1 + (L * ξ) ^ 2) := by
  have hc : 0 < ξ⁻¹ ^ 2 := by positivity
  have hx : ξ * ξ⁻¹ = 1 := mul_inv_cancel₀ hξ.ne'
  have hfac : L ^ 2 + ξ⁻¹ ^ 2 = (1 + (L * ξ) ^ 2) * ξ⁻¹ ^ 2 := by
    have h2 : (L * ξ) ^ 2 * ξ⁻¹ ^ 2 = L ^ 2 := by
      rw [← mul_pow, mul_assoc, hx, mul_one]
    rw [add_mul, one_mul, h2, add_comm]
  have hne : 1 + (L * ξ) ^ 2 ≠ 0 := by positivity
  rw [localMoment, radial_integral hc, hfac, Real.log_mul hne hc.ne']
  ring

/-- The two-dimensional sum rule `localMoment = m` has exactly one positive solution `ξ`,
and it is `√(exp (4πm/(AT)) - 1) / L`. -/
theorem sum_rule_unique_solution {A T L m : ℝ} (hA : 0 < A) (hT : 0 < T) (hL : 0 < L)
    (hm : 0 < m) :
    (∃! ξ : ℝ, 0 < ξ ∧ localMoment A T L ξ = m) ∧
      ∀ ξ : ℝ, (0 < ξ ∧ localMoment A T L ξ = m) ↔ ξ = corrLength A L m T := by
  have hE : 0 < Real.exp (4 * π * m / (A * T)) - 1 :=
    sub_pos.2 (Real.one_lt_exp_iff.2 (by positivity))
  have hc : 0 < corrLength A L m T := div_pos (Real.sqrt_pos.2 hE) hL
  have hsq : 1 + (L * corrLength A L m T) ^ 2 = Real.exp (4 * π * m / (A * T)) := by
    have h : L * corrLength A L m T = Real.sqrt (Real.exp (4 * π * m / (A * T)) - 1) := by
      unfold corrLength
      field_simp
    rw [h, Real.sq_sqrt hE.le]
    ring
  have key : ∀ ξ : ℝ, (0 < ξ ∧ localMoment A T L ξ = m) ↔ ξ = corrLength A L m T := by
    intro ξ
    constructor
    · rintro ⟨hξ, h⟩
      rw [localMoment_eq hξ] at h
      -- invert the logarithm, then compare positive square roots
      have hlog : Real.log (1 + (L * ξ) ^ 2) = 4 * π * m / (A * T) := by
        rw [← h]
        field_simp
      have h2 : 1 + (L * ξ) ^ 2 = Real.exp (4 * π * m / (A * T)) := by
        rw [← hlog, Real.exp_log (by positivity)]
      have h3 : (L * ξ) ^ 2 = (L * corrLength A L m T) ^ 2 := by linarith
      have h4 := (sq_eq_sq₀ (mul_pos hL hξ).le (mul_pos hL hc).le).1 h3
      exact mul_left_cancel₀ hL.ne' h4
    · rintro rfl
      refine ⟨hc, ?_⟩
      rw [localMoment_eq hc, hsq, Real.log_exp]
      field_simp
  exact ⟨⟨corrLength A L m T, (key _).2 rfl, fun y hy => (key y).1 hy⟩, key⟩

/-- At fixed positive temperature the two-dimensional local moment grows without bound as the
correlation length goes to infinity. -/
theorem localMoment_tendsto_atTop {A T L : ℝ} (hA : 0 < A) (hT : 0 < T) (hL : 0 < L) :
    Tendsto (localMoment A T L) atTop atTop := by
  have h1 : Tendsto (fun ξ : ℝ => L * ξ) atTop atTop :=
    Tendsto.const_mul_atTop hL tendsto_id
  have h2 : Tendsto (fun ξ : ℝ => (L * ξ) ^ 2) atTop atTop :=
    (tendsto_pow_atTop two_ne_zero).comp h1
  have h3 : Tendsto (fun ξ : ℝ => Real.log (1 + (L * ξ) ^ 2)) atTop atTop :=
    Real.tendsto_log_atTop.comp (tendsto_atTop_add_const_left _ 1 h2)
  have hk : 0 < A * T / (4 * π) := by positivity
  refine (Tendsto.const_mul_atTop hk h3).congr' ?_
  filter_upwards [eventually_gt_atTop (0 : ℝ)] with ξ hξ
  exact (localMoment_eq hξ A T L).symm

/-- The correlation length strictly increases when the temperature is lowered. -/
theorem corrLength_lt_of_cooling {A L m T₁ T₂ : ℝ} (hA : 0 < A) (hL : 0 < L) (hm : 0 < m)
    (hT₁ : 0 < T₁) (h : T₁ < T₂) : corrLength A L m T₂ < corrLength A L m T₁ := by
  have hT₂ : 0 < T₂ := hT₁.trans h
  have hE : 0 ≤ Real.exp (4 * π * m / (A * T₂)) - 1 :=
    sub_nonneg.2 (Real.one_le_exp (by positivity))
  have harg : 4 * π * m / (A * T₂) < 4 * π * m / (A * T₁) := by gcongr
  have hexp := Real.exp_lt_exp.2 harg
  exact div_lt_div_of_pos_right (Real.sqrt_lt_sqrt hE (by linarith)) hL

/-- The correlation length is the exponential `exp (2πm/(AT)) / L` times a square-root
correction factor. -/
theorem corrLength_factor (A L m T : ℝ) :
    corrLength A L m T = Real.exp (2 * π * m / (A * T)) / L *
      Real.sqrt (1 - Real.exp (-(4 * π * m / (A * T)))) := by
  have h : Real.exp (4 * π * m / (A * T)) - 1 = Real.exp (2 * π * m / (A * T)) ^ 2 *
      (1 - Real.exp (-(4 * π * m / (A * T)))) := by
    have h1 : Real.exp (2 * π * m / (A * T)) ^ 2 = Real.exp (4 * π * m / (A * T)) := by
      rw [sq, ← Real.exp_add]
      congr 1
      ring
    rw [h1, mul_sub, mul_one, ← Real.exp_add, add_neg_cancel, Real.exp_zero]
  rw [corrLength, h, Real.sqrt_mul (sq_nonneg _), Real.sqrt_sq (Real.exp_pos _).le]
  ring

/-- As the temperature goes to zero from above, the ratio of the correlation length to
`exp (2πm/(AT)) / L` tends to one. -/
theorem corrLength_exponential_growth {A L m : ℝ} (hA : 0 < A) (hL : 0 < L) (hm : 0 < m) :
    Tendsto (fun T => corrLength A L m T / (Real.exp (2 * π * m / (A * T)) / L))
      (𝓝[>] 0) (𝓝 1) := by
  have hinv : Tendsto (fun T : ℝ => T⁻¹) (𝓝[>] 0) atTop := tendsto_inv_nhdsGT_zero
  have hk : 0 < 4 * π * m / A := by positivity
  have harg : Tendsto (fun T : ℝ => 4 * π * m / (A * T)) (𝓝[>] 0) atTop := by
    refine (Tendsto.const_mul_atTop hk hinv).congr (fun T => ?_)
    ring
  -- the correction factor tends to one
  have hexp : Tendsto (fun T : ℝ => Real.exp (-(4 * π * m / (A * T)))) (𝓝[>] 0) (𝓝 0) :=
    Real.tendsto_exp_neg_atTop_nhds_zero.comp harg
  have hs : Tendsto (fun T : ℝ => Real.sqrt (1 - Real.exp (-(4 * π * m / (A * T)))))
      (𝓝[>] 0) (𝓝 (Real.sqrt (1 - 0))) := (tendsto_const_nhds.sub hexp).sqrt
  rw [sub_zero, Real.sqrt_one] at hs
  refine hs.congr (fun T => ?_)
  have hne : Real.exp (2 * π * m / (A * T)) / L ≠ 0 := (div_pos (Real.exp_pos _) hL).ne'
  rw [corrLength_factor, mul_div_cancel_left₀ _ hne]

/-- In three dimensions the local moment stays strictly below `ATL/(2π²)` for every positive
correlation length. -/
theorem localMoment3D_lt {A T L ξ : ℝ} (hA : 0 < A) (hT : 0 < T) (hL : 0 < L) (hξ : 0 < ξ) :
    localMoment3D A T L ξ < A * T * L / (2 * π ^ 2) := by
  have hc : 0 < ξ⁻¹ ^ 2 := by positivity
  have hpos : ∀ q : ℝ, 0 < q ^ 2 + ξ⁻¹ ^ 2 := fun q => by positivity
  have hlt : ∀ q : ℝ, q ^ 2 / (q ^ 2 + ξ⁻¹ ^ 2) < 1 := fun q =>
    (div_lt_one (hpos q)).2 (by linarith)
  have hcont : Continuous (fun q : ℝ => q ^ 2 / (q ^ 2 + ξ⁻¹ ^ 2)) :=
    Continuous.div (by fun_prop) (by fun_prop) (fun q => (hpos q).ne')
  have h : (∫ q in (0 : ℝ)..L, q ^ 2 / (q ^ 2 + ξ⁻¹ ^ 2)) < ∫ _q in (0 : ℝ)..L, (1 : ℝ) :=
    intervalIntegral.integral_lt_integral_of_continuousOn_of_le_of_exists_lt hL
      hcont.continuousOn continuousOn_const (fun q _ => (hlt q).le)
      ⟨L, ⟨hL.le, le_refl L⟩, hlt L⟩
  have h1 : (∫ _q in (0 : ℝ)..L, (1 : ℝ)) = L := by simp
  rw [h1] at h
  have hk : 0 < A * T / (2 * π ^ 2) := by positivity
  calc localMoment3D A T L ξ < A * T / (2 * π ^ 2) * L := mul_lt_mul_of_pos_left h hk
    _ = A * T * L / (2 * π ^ 2) := by ring

end

end LocalMomentSumRule
```

```lean
#print axioms LocalMomentSumRule.sum_rule_unique_solution
-- 'LocalMomentSumRule.sum_rule_unique_solution' depends on axioms: [propext, Classical.choice, Quot.sound]
#print axioms LocalMomentSumRule.corrLength_lt_of_cooling
-- 'LocalMomentSumRule.corrLength_lt_of_cooling' depends on axioms: [propext, Classical.choice, Quot.sound]
#print axioms LocalMomentSumRule.corrLength_exponential_growth
-- 'LocalMomentSumRule.corrLength_exponential_growth' depends on axioms: [propext, Classical.choice, Quot.sound]
#print axioms LocalMomentSumRule.localMoment3D_lt
-- 'LocalMomentSumRule.localMoment3D_lt' depends on axioms: [propext, Classical.choice, Quot.sound]
```

## One solution and its closed form

The main theorem, `sum_rule_unique_solution`, takes real numbers $A,T,L,m>0$ and concerns the equation

$$\frac{AT}{2\pi}\int_0^L\frac{q}{q^2+\xi^{-2}}\,dq=m .$$

Its first half says that exactly one $\xi>0$ solves this equation. Its second half identifies the solution: a real number $\xi$ is positive and satisfies the sum rule if and only if

$$\xi=\frac{1}{L}\sqrt{e^{4\pi m/(AT)}-1}.$$

The left side of the equation is `localMoment A T L ξ`, defined as an integral, and the formula is `corrLength A L m T`, defined separately. The link between them is therefore proved and not built into a definition.

Since $\xi$ is a real number, its finiteness is carried by the type. The substance lies in the existence of a solution at every $T>0$, together with `localMoment_tendsto_atTop`: at fixed $T$ the moment grows without bound as $\xi\to\infty$, so a diverging correlation length can't match a finite $m$.

Two theorems describe cooling at fixed $A$, $L$ and $m$. The correlation length strictly increases when $T$ is lowered (`corrLength_lt_of_cooling`), and its ratio to $e^{2\pi m/(AT)}/L$ tends to one as $T\to0^+$ (`corrLength_exponential_growth`). The growth is thus exponential in $1/T$.

## Classical spin fluctuations near an ordering vector

Near a magnetic instability, the static spin susceptibility is often approximated by the Ornstein–Zernike form $\chi(q)=A/(q^2+\xi^{-2})$, where $q$ is the distance from the ordering wave vector. A local-moment sum rule requires $T$ times the susceptibility, averaged over wave vectors and summed over Matsubara frequencies, to reproduce the mean square of the on-site spin, which is what "local moment" means here. Keeping only the zero frequency leaves $T\chi(q)$, with $k_B=1$ and a unit cell of area one. The angular integral turns $d^2q/(2\pi)^2$ into $q\,dq/(2\pi)$, which gives the prefactor in `localMoment`.

The cutoff $L$ is a wave number, not the size of a sample. The number $m$ is the part of the moment that these classical fluctuations must supply; numerical factors from spin components can be absorbed into $A$ or $m$. The assumption $m>0$ means that the other contributions don't already exhaust the moment.

The model is isotropic and static, and it holds $A$, $L$ and $m$ constant during cooling. In a microscopic calculation all three may depend on temperature. The result is compatible with the Mermin–Wagner theorem but is a different statement. That theorem excludes spontaneous breaking of a continuous symmetry at positive temperature in two-dimensional systems with short-range interactions. It doesn't exclude an infinite correlation length, which the two-dimensional XY model has at low temperature. Here the form of the susceptibility is assumed and no Hamiltonian appears.

## From the integral to the exponential

Put $c=\xi^{-2}>0$. The derivative of $\tfrac12\log(q^2+c)$ is $q/(q^2+c)$, so

$$\int_0^L\frac{q}{q^2+c}\,dq=\tfrac12\log(L^2+c)-\tfrac12\log c .$$

This is `radial_integral`. Its proof verifies the derivative with `HasDerivAt`, obtains integrability from continuity and applies the fundamental theorem of calculus.

Next, $L^2+\xi^{-2}=(1+(L\xi)^2)\,\xi^{-2}$. The logarithm of the product splits, the terms $\log\xi^{-2}$ cancel, and the moment becomes

$$\frac{AT}{4\pi}\log\bigl(1+(L\xi)^2\bigr).$$

That is `localMoment_eq`, with the factorisation stored as `hfac`.

Setting the moment equal to $m$ and solving gives

$$\log\bigl(1+(L\xi)^2\bigr)=\frac{4\pi m}{AT},\qquad (L\xi)^2=e^{4\pi m/(AT)}-1 .$$

The right side is positive because the exponent is positive. Since $L\xi>0$, only the positive square root is allowed, and division by $L$ gives the formula. In the main proof, `key` contains both directions. Forwards, it inverts the logarithm and uses `sq_eq_sq₀` to compare nonnegative numbers with equal squares. Backwards, it inserts the formula, for which `hsq` supplies $1+(L\xi)^2=e^{4\pi m/(AT)}$, and the logarithm returns $m$. Existence and uniqueness both follow from `key`.

The unbounded growth of the moment can be read off the logarithm: $L\xi$, its square, the logarithm and its positive multiple all tend to infinity in turn. For cooling, lowering $T$ raises $4\pi m/(AT)$, and the exponential and the square root preserve the strict inequality.

For the low-temperature limit, write $E=4\pi m/(AT)$. Then $e^E-1=e^E(1-e^{-E})$, and taking the root gives

$$\xi=\frac{e^{2\pi m/(AT)}}{L}\sqrt{1-e^{-4\pi m/(AT)}} .$$

This identity is `corrLength_factor`. As $T\to0^+$, $E$ tends to infinity and $e^{-E}$ to zero, so the square root tends to one. The limit theorem follows these steps in `harg`, `hexp` and `hs`, then cancels the exponential prefactor.

## The bounded moment in three dimensions

In three dimensions the radial measure is $q^2\,dq/(2\pi^2)$, and `localMoment3D` uses it with the same susceptibility. For every $\xi>0$,

$$\frac{q^2}{q^2+\xi^{-2}}<1,$$

so the integral from $0$ to $L$ is smaller than $L$, and the moment is smaller than $ATL/(2\pi^2)$. This is `localMoment3D_lt`. The integral inequality is strict because both integrands are continuous, one never exceeds the other, and they differ at $q=L$.

It follows that no positive $\xi$ satisfies the three-dimensional sum rule when $T\le 2\pi^2m/(AL)$. Below that temperature, the usual physical reading is that magnetic order is present and the square of the ordered moment supplies the remainder. The difference between the dimensions comes from small $q$: as $\xi\to\infty$ the integrand approaches $1/q$ in two dimensions, whose integral diverges logarithmically at the origin, but approaches $1$ in three.

## Solving the sum rule numerically

In the two-particle self-consistent approach to the Hubbard model, a spin vertex is adjusted until the susceptibility satisfies a local-moment sum rule; the theorem solves the classical, isotropic limit of such a condition with a prescribed moment. Ladder calculations with a so-called λ correction similarly shift the inverse susceptibility by a constant $\lambda$, which in the present model changes $\xi^{-2}$ by $A\lambda$.

The closed formula makes a useful check on the momentum grid. The susceptibility peak has width of order $\xi^{-1}$, which shrinks exponentially on cooling. If a uniform two-dimensional grid of wave vectors contains $q=0$, that single point contributes a term proportional to $\xi^2$, while the true integral grows only logarithmically. Once the grid spacing is well above $\xi^{-1}$, the root found by the code reflects the grid and not the infinite system. At low temperature it also helps to compute $\log\xi$ from the factorised formula, since $e^{4\pi m/(AT)}$ can overflow.

## A square lattice in place of the disc

Another model would integrate over the Brillouin zone of a square lattice, with unit lattice spacing and $q^2$ replaced by $4-2\cos q_x-2\cos q_y$. This removes the arbitrary cutoff and the isotropy, but the elementary formula for $\xi$ is lost. The small-$q$ behaviour is unchanged, so the standard asymptotic estimate, which goes beyond the theorems above, retains the exponential $e^{2\pi m/(AT)}$ and changes only its prefactor.
